# Hanle effect for a J = 1 level with uniform decay: a unique, attracting steady state and its Lorentzian coherence factor

The level is described by a $3\times3$ complex matrix $\rho$ in which populations and coherences all decay at one common rate $G>0$. This rate stands for loss from the level, for instance by spontaneous emission. A matrix $R$, independent of time and of the field strength, represents steady excitation into the level, and a static field along $z$ causes precession at the real angular frequency $w$:

$$\rho'=-G\rho-\mathrm{i}w[J_z,\rho]+R,\qquad J_z=\mathrm{diag}(1,0,-1).$$

Every solution converges to the same steady state. Its coherence between $m=1$ and $m=-1$ is the zero-field value times $1/(1+\mathrm{i}H)$, where $H=2w/G$. In this model, if the zero-field coherence is not zero, the ratio of the coherence to its zero-field value therefore determines $w/G$, the precession frequency in units of the decay rate.

## Solving the equation entry by entry

Let the indices $i,j\in\{0,1,2\}$ label the states with $m_0=1$, $m_1=0$, $m_2=-1$; the imaginary unit is the upright $\mathrm{i}$. Since $J_z$ is diagonal, $[J_z,\rho]_{ij}=(m_i-m_j)\rho_{ij}$, and the equation separates:

$$\rho_{ij}'=-k_{ij}\rho_{ij}+R_{ij},\qquad k_{ij}=G+\mathrm{i}w(m_i-m_j).$$

The real part of $k_{ij}$ is $G>0$, so $k_{ij}\neq0$, and the only steady state is $s_{ij}=R_{ij}/k_{ij}$. For any solution,

$$\frac{d}{dt}\left[e^{k_{ij}t}(\rho_{ij}-s_{ij})\right]=e^{k_{ij}t}(R_{ij}-k_{ij}s_{ij})=0.$$

The bracket keeps its value at $t=0$, which gives

$$\rho_{ij}(t)=s_{ij}+e^{-k_{ij}t}(\rho_{ij}(0)-s_{ij}).$$

Conversely, differentiating this formula gives $-k_{ij}(\rho_{ij}-s_{ij})=-k_{ij}\rho_{ij}+R_{ij}$, so it is a solution for every initial matrix. Taking moduli,

$$|\rho_{ij}(t)-s_{ij}|=e^{-Gt}|\rho_{ij}(0)-s_{ij}|\to0\quad(t\to\infty).$$

For the entry $(0,2)$, $m_0-m_2=2$ and $k_{02}=G+2\mathrm{i}w=G(1+\mathrm{i}H)$. Hence

$$s_{02}=\frac{R_{02}}{G}\,\frac1{1+\mathrm{i}H},\qquad \frac1{1+\mathrm{i}H}=\frac{1-\mathrm{i}H}{1+H^2}.$$

The real part of the factor is at least $1/2$ exactly when $H^2\le1$, that is, when $|w|\le G/2$.

As an example, take $G=2$, $w=1$ and $R_{02}=1$ in consistent units. Then $H=1$, and the coherence falls from $1/2$ at zero field to $1/(2+2\mathrm{i})=(1-\mathrm{i})/4$. Its real part has halved, as it should at $|w|=G/2$.

## The level and its equation of motion in Lean

```lean
import Mathlib

open Filter Topology

namespace HanleEffect

noncomputable section
```

The function `m` assigns the magnetic quantum numbers to the indices.

```lean
/-- The magnetic quantum numbers `1, 0, -1` of a level with `J = 1`. -/
def m : Fin 3 → ℝ := ![1, 0, -1]

/-- The angular momentum component along the field, `diag(1, 0, -1)`. -/
def Jz : Matrix (Fin 3) (Fin 3) ℂ := Matrix.diagonal fun i => (m i : ℂ)
```

The right-hand side contains the actual matrix commutator. Neither `R` nor `ρ` has to be Hermitian, positive or normalised, so physical density matrices are included as special cases.

```lean
/-- The rate of change `-G ρ - i w [Jz, ρ] + R` of the density matrix under decay at rate `G`,
Larmor precession at frequency `w` and pumping `R`. -/
def hanleRHS (G w : ℝ) (R ρ : Matrix (Fin 3) (Fin 3) ℂ) : Matrix (Fin 3) (Fin 3) ℂ :=
  (-(G : ℂ)) • ρ - (Complex.I * (w : ℂ)) • (Jz * ρ - ρ * Jz) + R
```

A solution satisfies the equation in every entry at every real time, negative times included.

```lean
/-- A time-dependent matrix solves the equation of motion, entry by entry. -/
def IsSolution (G w : ℝ) (R : Matrix (Fin 3) (Fin 3) ℂ)
    (ρ : ℝ → Matrix (Fin 3) (Fin 3) ℂ) : Prop :=
  ∀ t i j, HasDerivAt (fun s => ρ s i j) (hanleRHS G w R (ρ t) i j) t
```

The next definitions are $k_{ij}$, $s_{ij}$, the explicit solution and $H$.

```lean
/-- The complex rate `G + i w (m - m')` belonging to one matrix entry. -/
def rate (G w : ℝ) (i j : Fin 3) : ℂ :=
  (G : ℂ) + Complex.I * (w : ℂ) * ((m i - m j : ℝ) : ℂ)

/-- The matrix with entries `R_mm' / (G + i w (m - m'))`. -/
def steady (G w : ℝ) (R : Matrix (Fin 3) (Fin 3) ℂ) : Matrix (Fin 3) (Fin 3) ℂ :=
  Matrix.of fun i j => R i j / rate G w i j

/-- For `G > 0`, damped precession of each entry from its initial value in `ρ₀` towards `steady`. -/
def relaxation (G w : ℝ) (R ρ₀ : Matrix (Fin 3) (Fin 3) ℂ) (t : ℝ) :
    Matrix (Fin 3) (Fin 3) ℂ :=
  Matrix.of fun i j => steady G w R i j +
    Complex.exp (-rate G w i j * (t : ℂ)) * (ρ₀ i j - steady G w R i j)

/-- The Hanle parameter `H = 2 w / G`. -/
def hanleParam (G w : ℝ) : ℝ := 2 * w / G
```

## Decoupling and the steady state

The first theorem evaluates the commutator with a diagonal matrix and obtains the separated equation.

```lean
/-- The equation of motion does not couple different entries of the density matrix. -/
theorem hanleRHS_apply (G w : ℝ) (R ρ : Matrix (Fin 3) (Fin 3) ℂ) (i j : Fin 3) :
    hanleRHS G w R ρ i j = -rate G w i j * ρ i j + R i j := by
  simp only [hanleRHS, Jz, rate, Matrix.add_apply, Matrix.sub_apply, Matrix.smul_apply,
    Matrix.diagonal_mul, Matrix.mul_diagonal, smul_eq_mul, Complex.ofReal_sub]
  ring
```

The real part of the rate shows that it is nonzero, which gives $k_{ij}s_{ij}=R_{ij}$.

```lean
lemma rate_mul_steady {G : ℝ} (hG : 0 < G) (w : ℝ) (R : Matrix (Fin 3) (Fin 3) ℂ)
    (i j : Fin 3) : rate G w i j ≠ 0 ∧ rate G w i j * steady G w R i j = R i j := by
  have hk : rate G w i j ≠ 0 := by
    intro h
    have hre : (rate G w i j).re = G := by simp [rate]
    rw [h, Complex.zero_re] at hre
    linarith
  refine ⟨hk, ?_⟩
  change rate G w i j * (R i j / rate G w i j) = R i j
  field_simp
```

The derivative of $e^{kt}$ for complex $k$ and real $t$ is needed twice below.

```lean
lemma hasDerivAt_exp_mul (k : ℂ) (t : ℝ) :
    HasDerivAt (fun s : ℝ => Complex.exp (k * (s : ℂ))) (k * Complex.exp (k * (t : ℂ))) t := by
  have h1 : HasDerivAt (fun s : ℝ => (s : ℂ)) 1 t := by
    simpa using (hasDerivAt_id' t).ofReal_comp
  exact (h1.const_mul k).cexp.congr_deriv (by ring)
```

Uniqueness follows by cancelling the nonzero rate in each entry.

```lean
/-- The rate of change vanishes for the matrix `steady` and for no other. -/
theorem steady_unique {G : ℝ} (hG : 0 < G) (w : ℝ) (R σ : Matrix (Fin 3) (Fin 3) ℂ) :
    hanleRHS G w R σ = 0 ↔ σ = steady G w R := by
  constructor
  · intro h
    ext i j
    obtain ⟨hk, hs⟩ := rate_mul_steady hG w R i j
    have e : hanleRHS G w R σ i j = 0 := by rw [h]; rfl
    rw [hanleRHS_apply] at e
    apply mul_left_cancel₀ hk
    linear_combination -e - hs
  · rintro rfl
    ext i j
    rw [hanleRHS_apply, Matrix.zero_apply]
    linear_combination -(rate_mul_steady hG w R i j).2
```

## Every solution relaxes at rate G

The explicit formula has the prescribed initial value and solves the equation.

```lean
/-- For every initial matrix, damped precession starts there and solves the equation of motion. -/
theorem relaxation_solves {G : ℝ} (hG : 0 < G) (w : ℝ) (R ρ₀ : Matrix (Fin 3) (Fin 3) ℂ) :
    relaxation G w R ρ₀ 0 = ρ₀ ∧ IsSolution G w R (relaxation G w R ρ₀) := by
  constructor
  · ext i j
    simp [relaxation]
  · intro t i j
    have h := ((hasDerivAt_exp_mul (-rate G w i j) t).mul_const
      (ρ₀ i j - steady G w R i j)).const_add (steady G w R i j)
    refine h.congr_deriv ?_
    rw [hanleRHS_apply]
    simp only [relaxation, Matrix.of_apply]
    linear_combination (rate_mul_steady hG w R i j).2
```

For the converse, `hd` is the vanishing derivative computed above and `hc` the resulting constancy. Multiplication by $e^{-k_{ij}t}$ then isolates $\rho_{ij}(t)$.

```lean
/-- Every solution is the damped precession that starts from its own initial value. -/
theorem solution_eq_relaxation {G w : ℝ} (hG : 0 < G) {R : Matrix (Fin 3) (Fin 3) ℂ}
    {ρ : ℝ → Matrix (Fin 3) (Fin 3) ℂ} (h : IsSolution G w R ρ) (t : ℝ) :
    ρ t = relaxation G w R (ρ 0) t := by
  ext i j
  -- the deviation from the steady state, with decay and precession undone, is constant
  have hd : ∀ s : ℝ, HasDerivAt (fun s : ℝ => Complex.exp (rate G w i j * (s : ℂ)) *
      (ρ s i j - steady G w R i j)) 0 s := by
    intro s
    refine ((hasDerivAt_exp_mul (rate G w i j) s).fun_mul
      ((h s i j).sub_const (steady G w R i j))).congr_deriv ?_
    rw [hanleRHS_apply]
    linear_combination
      (-Complex.exp (rate G w i j * (s : ℂ))) * (rate_mul_steady hG w R i j).2
  have hc : Complex.exp (rate G w i j * (t : ℂ)) * (ρ t i j - steady G w R i j) =
      Complex.exp (rate G w i j * ((0 : ℝ) : ℂ)) * (ρ 0 i j - steady G w R i j) :=
    is_const_of_deriv_eq_zero (fun s => (hd s).differentiableAt) (fun s => (hd s).deriv) t 0
  rw [Complex.ofReal_zero, mul_zero, Complex.exp_zero, one_mul] at hc
  have he : Complex.exp (-rate G w i j * (t : ℂ)) * Complex.exp (rate G w i j * (t : ℂ)) = 1 := by
    rw [← Complex.exp_add, neg_mul, neg_add_cancel, Complex.exp_zero]
  simp only [relaxation, Matrix.of_apply]
  linear_combination Complex.exp (-rate G w i j * (t : ℂ)) * hc -
    (ρ t i j - steady G w R i j) * he
```

Taking norms removes the precession phase and leaves $e^{-Gt}$.

```lean
/-- The distance of each entry from its steady value shrinks exactly as `exp (-G t)`. -/
theorem distance_to_steady {G w : ℝ} (hG : 0 < G) {R : Matrix (Fin 3) (Fin 3) ℂ}
    {ρ : ℝ → Matrix (Fin 3) (Fin 3) ℂ} (h : IsSolution G w R ρ) (t : ℝ) (i j : Fin 3) :
    ‖ρ t i j - steady G w R i j‖ = Real.exp (-(G * t)) * ‖ρ 0 i j - steady G w R i j‖ := by
  have hre : (-rate G w i j * (t : ℂ)).re = -(G * t) := by simp [rate]
  have e : ρ t i j - steady G w R i j =
      Complex.exp (-rate G w i j * (t : ℂ)) * (ρ 0 i j - steady G w R i j) := by
    rw [solution_eq_relaxation hG h t]
    simp only [relaxation, Matrix.of_apply]
    ring
  rw [e, norm_mul, Complex.norm_exp, hre]
```

## The Hanle factor and its width

```lean
/-- The factor `1 / (1 + i H)` has real part `1 / (1 + H²)` and imaginary part
`-H / (1 + H²)`. -/
theorem hanle_factor (H : ℝ) :
    (1 / (1 + Complex.I * (H : ℂ))).re = 1 / (1 + H ^ 2) ∧
    (1 / (1 + Complex.I * (H : ℂ))).im = -H / (1 + H ^ 2) := by
  have hn : Complex.normSq (1 + Complex.I * (H : ℂ)) = 1 + H ^ 2 := by
    simp [Complex.normSq_apply, pow_two]
  rw [one_div, Complex.inv_re, Complex.inv_im, hn]
  constructor <;> simp
```

The main theorem has four parts: the unique steady state, convergence of every solution, the coherence factor and its real part. Convergence is stated for each entry, which for $3\times3$ matrices is ordinary convergence. It follows from the exact distance formula, and the third part from the factorisation `hw` of the rate.

```lean
/-- Hanle effect: `steady` is the only steady state, every solution converges to it, and its
`(1, -1)` coherence is the zero-field value times `1 / (1 + i H)`, a factor with real part
`1 / (1 + H²)`. -/
theorem hanle_effect {G : ℝ} (hG : 0 < G) (w : ℝ) (R : Matrix (Fin 3) (Fin 3) ℂ) :
    (∀ σ, hanleRHS G w R σ = 0 ↔ σ = steady G w R) ∧
    (∀ ρ, IsSolution G w R ρ →
      ∀ i j, Tendsto (fun t => ρ t i j) atTop (𝓝 (steady G w R i j))) ∧
    steady G w R 0 2 =
      steady G 0 R 0 2 * (1 / (1 + Complex.I * (hanleParam G w : ℂ))) ∧
    (1 / (1 + Complex.I * (hanleParam G w : ℂ))).re = 1 / (1 + hanleParam G w ^ 2) := by
  refine ⟨steady_unique hG w R, ?_, ?_, (hanle_factor _).1⟩
  · intro ρ h i j
    rw [tendsto_iff_norm_sub_tendsto_zero]

    have h1 : Tendsto (fun t : ℝ => Real.exp (-(G * t))) atTop (𝓝 0) :=
      Real.tendsto_exp_neg_atTop_nhds_zero.comp (tendsto_id.const_mul_atTop hG)
    have h2 := h1.mul_const ‖ρ 0 i j - steady G w R i j‖
    rw [zero_mul] at h2
    exact h2.congr fun t => (distance_to_steady hG h t i j).symm
  · -- the two Zeeman states differ by two units of `m`
    have hr : ∀ v : ℝ, rate G v 0 2 = (G : ℂ) + Complex.I * (v : ℂ) * 2 := by
      intro v
      have ha : m 0 = 1 := rfl
      have hb : m 2 = -1 := rfl
      have h2 : m 0 - m 2 = 2 := by rw [ha, hb]; norm_num
      rw [rate, h2, Complex.ofReal_ofNat]
    have hG' : (G : ℂ) ≠ 0 := Complex.ofReal_ne_zero.mpr hG.ne'
    have hH : (G : ℂ) * (hanleParam G w : ℂ) = 2 * (w : ℂ) := by
      unfold hanleParam
      push_cast
      field_simp
    have hw : rate G w 0 2 = (G : ℂ) * (1 + Complex.I * (hanleParam G w : ℂ)) := by
      rw [hr]
      linear_combination (-Complex.I) * hH
    have h0 : rate G 0 0 2 = (G : ℂ) := by rw [hr]; simp
    change R 0 2 / rate G w 0 2 = R 0 2 / rate G 0 0 2 * _
    rw [hw, h0, div_mul_div_comm, mul_one]
```

The real part in the theorem is that of the factor; the real part of the coherence itself follows the same Lorentzian when $R_{02}$ is real. The emitted light and its polarisation are not modelled.

The last theorem locates the half-maximum points at $w=\pm G/2$, so the full width in $w$ is $G$.

```lean
/-- The real part of the Hanle factor is at least one half exactly when `|w| ≤ G / 2`. -/
theorem hanle_half_width {G : ℝ} (hG : 0 < G) (w : ℝ) :
    1 / 2 ≤ (1 / (1 + Complex.I * (hanleParam G w : ℂ))).re ↔ |w| ≤ G / 2 := by
  have e : |hanleParam G w| ≤ 1 ↔ |w| ≤ G / 2 := by
    unfold hanleParam
    rw [abs_div, abs_mul, abs_two, abs_of_pos hG, div_le_one hG]
    constructor <;> intro h <;> linarith
  rw [(hanle_factor _).1, ← e, ← sq_le_one_iff_abs_le_one,
    div_le_div_iff₀ (by norm_num) (by positivity)]
  constructor <;> intro h <;> linarith

end

end HanleEffect
```

```lean
#print axioms HanleEffect.relaxation_solves
-- 'HanleEffect.relaxation_solves' depends on axioms: [propext, Classical.choice, Quot.sound]
#print axioms HanleEffect.hanle_effect
-- 'HanleEffect.hanle_effect' depends on axioms: [propext, Classical.choice, Quot.sound]
#print axioms HanleEffect.hanle_half_width
-- 'HanleEffect.hanle_half_width' depends on axioms: [propext, Classical.choice, Quot.sound]
```
